# The inner product of symmetrised product states is a permanent divided by N!

A state of $N$ particles, each with $d$ one-particle basis states, is represented here by its amplitude function on configurations. Symmetrising it means here averaging the amplitude over all permutations of the particle labels, which in general does not preserve the norm. With this convention, the inner product of two symmetrised products is the permanent of the matrix of one-particle overlaps divided by $N!$, and for particles placed in orthonormal orbitals, several of which may share an orbital, the permanent of the Gram matrix reduces to the product of the factorials of the occupation numbers.

In Lean 4 with Mathlib:

```lean
import Mathlib

open Finset

namespace BosonPermanent

noncomputable section

variable {N d M : ℕ}

/-- The inner product of two amplitude functions, conjugate-linear in the first. -/
def braket {α : Type*} [Fintype α] (ψ φ : α → ℂ) : ℂ := ∑ x, star (ψ x) * φ x

/-- The tensor product of `N` one-particle vectors, as an amplitude on configurations. -/
def prodState (u : Fin N → Fin d → ℂ) (x : Fin N → Fin d) : ℂ := ∏ i, u i (x i)

/-- The symmetriser: the average of an `N`-particle amplitude over all `N!` permutations
of the particles. -/
def symmetrise (ψ : (Fin N → Fin d) → ℂ) (x : Fin N → Fin d) : ℂ :=
  (N.factorial : ℂ)⁻¹ * ∑ σ : Equiv.Perm (Fin N), ψ (x ∘ σ)

/-- The matrix of one-particle overlaps `⟨u i, v j⟩`. -/
def overlapMatrix (u v : Fin N → Fin d → ℂ) : Matrix (Fin N) (Fin N) ℂ :=
  Matrix.of fun i j => braket (u i) (v j)

/-- The number of particles that the assignment `a` places in orbital `k`. -/
def occupation (a : Fin N → Fin M) (k : Fin M) : ℕ := Fintype.card {i // a i = k}

/-- A symmetrised amplitude is unchanged when the particles are permuted. -/
theorem symmetrise_perm (ψ : (Fin N → Fin d) → ℂ) (σ : Equiv.Perm (Fin N))
    (x : Fin N → Fin d) : symmetrise ψ (x ∘ σ) = symmetrise ψ x := by
  unfold symmetrise
  congr 1
  exact Fintype.sum_equiv (Equiv.mulLeft σ) _ _ (fun τ => rfl)

/-- Symmetrising twice is the same as symmetrising once. -/
theorem symmetrise_idem (ψ : (Fin N → Fin d) → ℂ) :
    symmetrise (symmetrise ψ) = symmetrise ψ := by
  funext x
  have hN : (N.factorial : ℂ) ≠ 0 := Nat.cast_ne_zero.mpr N.factorial_ne_zero
  calc symmetrise (symmetrise ψ) x
      = (N.factorial : ℂ)⁻¹ * ∑ _σ : Equiv.Perm (Fin N), symmetrise ψ x :=
        congrArg (fun z => (N.factorial : ℂ)⁻¹ * z)
          (Finset.sum_congr rfl fun σ _ => symmetrise_perm ψ σ x)
    _ = symmetrise ψ x := by
        rw [Finset.sum_const, Finset.card_univ, Fintype.card_perm, Fintype.card_fin,
          nsmul_eq_mul, inv_mul_cancel_left₀ hN]

/-- The overlap with a symmetrised state is the average of the overlaps with the
permuted states. -/
theorem braket_symmetrise (ψ φ : (Fin N → Fin d) → ℂ) :
    braket ψ (symmetrise φ) = (N.factorial : ℂ)⁻¹ *
      ∑ σ : Equiv.Perm (Fin N), braket ψ (fun x => φ (x ∘ σ)) := by
  simp only [braket, symmetrise, Finset.mul_sum]
  rw [Finset.sum_comm]
  refine Finset.sum_congr rfl fun σ _ => Finset.sum_congr rfl fun x _ => ?_
  ring

/-- The symmetriser is self-adjoint. -/
theorem symmetrise_selfAdjoint (ψ φ : (Fin N → Fin d) → ℂ) :
    braket (symmetrise ψ) φ = braket ψ (symmetrise φ) := by
  -- permuting the bra is the same as permuting the ket backwards
  have key : ∀ σ : Equiv.Perm (Fin N), ∑ x, star (ψ (x ∘ σ)) * φ x
      = ∑ x, star (ψ x) * φ (x ∘ ⇑σ⁻¹) := by
    intro σ
    refine Fintype.sum_equiv (σ.symm.arrowCongr (Equiv.refl (Fin d))) _ _ fun x => ?_
    have h : (x ∘ σ) ∘ ⇑σ⁻¹ = x := by
      funext i
      simp
    change _ = star (ψ (x ∘ σ)) * φ ((x ∘ σ) ∘ ⇑σ⁻¹)
    rw [h]
  calc braket (symmetrise ψ) φ
      = (N.factorial : ℂ)⁻¹ *
          ∑ σ : Equiv.Perm (Fin N), ∑ x, star (ψ (x ∘ σ)) * φ x := by
        simp only [braket, symmetrise, star_mul', star_sum, star_inv₀, star_natCast,
          Finset.mul_sum, Finset.sum_mul]
        rw [Finset.sum_comm]
        refine Finset.sum_congr rfl fun σ _ => Finset.sum_congr rfl fun x _ => ?_
        ring
    _ = (N.factorial : ℂ)⁻¹ *
          ∑ σ : Equiv.Perm (Fin N), ∑ x, star (ψ x) * φ (x ∘ ⇑σ⁻¹) := by
        rw [Finset.sum_congr rfl fun σ _ => key σ]
    _ = (N.factorial : ℂ)⁻¹ *
          ∑ σ : Equiv.Perm (Fin N), braket ψ (fun x => φ (x ∘ σ)) := by
        congr 1
        exact Fintype.sum_equiv (Equiv.inv _) _ _ (fun σ => rfl)
    _ = braket ψ (symmetrise φ) := (braket_symmetrise ψ φ).symm

/-- The overlap of a product state with a permuted product state is a product of
one-particle overlaps. -/
theorem braket_prodState_perm (u v : Fin N → Fin d → ℂ) (σ : Equiv.Perm (Fin N)) :
    braket (prodState u) (fun x => prodState v (x ∘ σ))
      = ∏ j, braket (u (σ j)) (v j) := by
  calc braket (prodState u) (fun x => prodState v (x ∘ σ))
      = ∑ x : Fin N → Fin d, ∏ i, star (u i (x i)) * v (σ.symm i) (x i) := by
        refine Finset.sum_congr rfl fun x _ => ?_
        have h : prodState v (x ∘ σ) = ∏ i, v (σ.symm i) (x i) := by
          unfold prodState
          exact Fintype.prod_equiv σ _ _ (fun i => by simp)
        change star (prodState u x) * prodState v (x ∘ σ) = _
        rw [h, prodState, star_prod, Finset.prod_mul_distrib]
    _ = ∏ i, braket (u i) (v (σ.symm i)) := by
        simp only [braket]
        rw [Finset.prod_univ_sum, Fintype.piFinset_univ]
    _ = ∏ j, braket (u (σ j)) (v j) :=
        (Fintype.prod_equiv σ _ _ (fun j => by simp)).symm

/-- The inner product of two symmetrised product states is the permanent of the matrix
of one-particle overlaps divided by `N!`. -/
theorem braket_symmetrised_products (u v : Fin N → Fin d → ℂ) :
    braket (symmetrise (prodState u)) (symmetrise (prodState v))
      = (overlapMatrix u v).permanent / (N.factorial : ℂ) := by
  -- one of the two symmetrisers is absorbed by the other
  rw [symmetrise_selfAdjoint, symmetrise_idem, braket_symmetrise]
  simp only [braket_prodState_perm, Matrix.permanent, overlapMatrix, Matrix.of_apply]
  ring

/-- For particles placed in orthonormal orbitals, the permanent of the Gram matrix is the
product of the factorials of the occupation numbers. -/
theorem permanent_orthonormal (φ : Fin M → Fin d → ℂ)
    (hφ : ∀ k l, braket (φ k) (φ l) = if k = l then 1 else 0) (a : Fin N → Fin M) :
    (overlapMatrix (fun i => φ (a i)) (fun i => φ (a i))).permanent
      = ∏ k, ((occupation a k).factorial : ℂ) := by
  -- a permutation contributes exactly when it preserves the orbital assignment
  have h1 : ∀ σ : Equiv.Perm (Fin N),
      ∏ i, overlapMatrix (fun i => φ (a i)) (fun i => φ (a i)) (σ i) i
        = if a ∘ σ = a then (1 : ℂ) else 0 := by
    intro σ
    simp only [overlapMatrix, Matrix.of_apply, hφ]
    by_cases h : a ∘ σ = a
    · rw [if_pos h]
      exact Finset.prod_eq_one fun i _ => if_pos (congrFun h i)
    · obtain ⟨i, hi⟩ := Function.ne_iff.mp h
      rw [if_neg h]
      exact Finset.prod_eq_zero (Finset.mem_univ i) (if_neg hi)
  have h2 : Fintype.card {σ : Equiv.Perm (Fin N) // a ∘ σ = a}
      = ∏ k, (occupation a k).factorial := by
    exact DomMulAct.stabilizer_card a
  rw [Matrix.permanent, Finset.sum_congr rfl fun σ _ => h1 σ, Finset.sum_boole,
    ← Fintype.card_subtype, h2, Nat.cast_prod]

/-- The squared norm of a symmetrised product of orthonormal orbitals is the product of
the factorials of the occupation numbers divided by `N!`. -/
theorem norm_sq_occupation (φ : Fin M → Fin d → ℂ)
    (hφ : ∀ k l, braket (φ k) (φ l) = if k = l then 1 else 0) (a : Fin N → Fin M) :
    braket (symmetrise (prodState fun i => φ (a i)))
        (symmetrise (prodState fun i => φ (a i)))
      = (∏ k, ((occupation a k).factorial : ℂ)) / (N.factorial : ℂ) := by
  rw [braket_symmetrised_products, permanent_orthonormal φ hφ a]

/-- Symmetrised products of orthonormal orbitals are orthogonal if some orbital has
different occupation numbers in the two. -/
theorem orthogonal_of_occupation_ne (φ : Fin M → Fin d → ℂ)
    (hφ : ∀ k l, braket (φ k) (φ l) = if k = l then 1 else 0) (a b : Fin N → Fin M)
    (k : Fin M) (hk : occupation a k ≠ occupation b k) :
    braket (symmetrise (prodState fun i => φ (a i)))
      (symmetrise (prodState fun i => φ (b i))) = 0 := by
  rw [braket_symmetrised_products, Matrix.permanent, Finset.sum_eq_zero, zero_div]
  intro σ _
  -- a permutation matching the two assignments would equate the occupations
  have h : ∃ i, a (σ i) ≠ b i := by
    by_contra hcon
    push Not at hcon
    exact hk (Fintype.card_congr
      (σ.subtypeEquiv (fun i => by rw [hcon i]))).symm
  obtain ⟨i, hi⟩ := h
  refine Finset.prod_eq_zero (Finset.mem_univ i) ?_
  simp only [overlapMatrix, Matrix.of_apply, hφ]
  exact if_neg hi

/-- The two orbitals `(3/5, 4/5)` and `(4/5, -3/5)` in `ℂ²` are orthonormal. -/
theorem orthonormal_witness (k l : Fin 2) :
    braket ((![![3 / 5, 4 / 5], ![4 / 5, -(3 / 5)]] : Fin 2 → Fin 2 → ℂ) k)
      ((![![3 / 5, 4 / 5], ![4 / 5, -(3 / 5)]] : Fin 2 → Fin 2 → ℂ) l)
      = if k = l then 1 else 0 := by
  -- the numerals are real, so conjugation leaves them unchanged
  have h3 : (starRingEnd ℂ) 3 = 3 := Complex.conj_eq_iff_real.mpr ⟨3, by norm_num⟩
  have h4 : (starRingEnd ℂ) 4 = 4 := Complex.conj_eq_iff_real.mpr ⟨4, by norm_num⟩
  have h5 : (starRingEnd ℂ) 5 = 5 := Complex.conj_eq_iff_real.mpr ⟨5, by norm_num⟩
  fin_cases k <;> fin_cases l <;> simp [braket, Fin.sum_univ_two] <;>
    norm_num [h3, h4, h5]

end

end BosonPermanent
```

```lean
#print axioms BosonPermanent.braket_symmetrised_products
#print axioms BosonPermanent.norm_sq_occupation
#print axioms BosonPermanent.orthogonal_of_occupation_ne
```

```
'BosonPermanent.braket_symmetrised_products' depends on axioms: [propext, Classical.choice, Quot.sound]
'BosonPermanent.norm_sq_occupation' depends on axioms: [propext, Classical.choice, Quot.sound]
'BosonPermanent.orthogonal_of_occupation_ne' depends on axioms: [propext, Classical.choice, Quot.sound]
```

## Amplitudes, overlaps and occupation numbers

A configuration `x : Fin N → Fin d` assigns a basis state $x_i$ to each particle $i = 0,\dots,N-1$. An $N$-particle state is a complex function of $x$, and `braket` is the usual inner product, conjugate-linear on the left:

$$\langle\psi,\chi\rangle=\sum_x \overline{\psi(x)}\,\chi(x).$$

The same definition serves for one particle, where the sum runs over `Fin d`. The index in `Fin d` can include spin as well as position or mode.

For one-particle vectors $u_i$, `prodState u` is the tensor product, with amplitude $\prod_i u_i(x_i)$. The symmetriser `symmetrise`, written $S$ below, is

$$(S\psi)(x)=\frac{1}{N!}\sum_{\sigma}\psi(x\circ\sigma),\qquad (x\circ\sigma)_i=x_{\sigma(i)},$$

where $\sigma$ runs over the permutations of the particle labels. The prefactor $1/N!$ makes $S$ a projector, but it does not normalise the resulting state.

The matrix `overlapMatrix u v` has entries $G_{ij}=\langle u_i,v_j\rangle$. Its permanent, in Mathlib's index order, is

$$\operatorname{perm}G=\sum_\sigma\prod_i G_{\sigma(i)\,i},$$

which is the determinant formula without the signs. The first main theorem, `braket_symmetrised_products`, holds for arbitrary vectors $u_i$ and $v_i$, with no orthogonality or normalisation assumed:

$$\langle S(\otimes u),S(\otimes v)\rangle=\frac{\operatorname{perm}G}{N!}.$$

The other main theorems concern orbitals $\varphi_k$, $k=0,\dots,M-1$, with the hypothesis `hφ` that $\langle\varphi_k,\varphi_l\rangle=\delta_{kl}$. Physically, these are mutually exclusive, normalised one-particle modes, such as orthonormal eigenstates of a one-particle Hamiltonian. Non-orthogonal orbitals, for instance localised functions on neighbouring sites that overlap, are covered only by the general formula. The theorem `orthonormal_witness` checks the hypothesis for the pair $(3/5,4/5)$, $(4/5,-3/5)$ in $\mathbb C^2$.

An assignment `a : Fin N → Fin M` puts particle $i$ into orbital $a(i)$, and `occupation a k` is the number $n_k$ of particles in orbital $k$. With $u_i=v_i=\varphi_{a(i)}$ in the definition of $G$, `permanent_orthonormal` and `norm_sq_occupation` state

$$\operatorname{perm}G=\prod_k n_k!,\qquad \|S(\otimes_i\varphi_{a(i)})\|^2=\frac{\prod_k n_k!}{N!}.$$

Finally, `orthogonal_of_occupation_ne` says that two such states are orthogonal as soon as one orbital has different occupations in them.

## Normalised boson states

The squared norm above is always positive, so the normalised occupation-number state is

$$\sqrt{\frac{N!}{\prod_k n_k!}}\;S(\otimes_i\varphi_{a(i)}).$$

For two bosons in the same orbital the factor is $1$; for two bosons in different orbitals it is $\sqrt2$. For general products, the overlap of the normalised states is $\operatorname{perm}G(u,v)$ divided by $\sqrt{\operatorname{perm}G(u,u)\,\operatorname{perm}G(v,v)}$, provided that neither symmetrised product vanishes.

For a fixed number of non-interacting bosons in finitely many modes, this normalised overlap expresses a many-particle transition amplitude as a permanent of one-particle amplitudes divided by the square root just given: the $v_j$ are then the evolved one-particle vectors and the $u_i$ the final ones. The file itself contains no dynamics, no creation operators and no superposition of different particle numbers, and it treats only finite $d$.

## From two symmetrisers to one permanent

The first step is to remove one of the two symmetrisers. Permuting the argument of a symmetrised amplitude only relabels the sum:

$$(S\psi)(x\circ\sigma)=\frac1{N!}\sum_\tau\psi(x\circ\sigma\circ\tau)=(S\psi)(x),$$

because $\sigma\tau$ runs over all permutations when $\tau$ does. This is `symmetrise_perm`, where `Equiv.mulLeft σ` performs the relabelling. Applying $S$ again therefore averages $N!$ equal values, so $S^2=S$, which is `symmetrise_idem`.

For self-adjointness, substitute $y=x\circ\sigma$ in the sum over configurations:

$$\sum_x\overline{\psi(x\circ\sigma)}\,\chi(x)=\sum_y\overline{\psi(y)}\,\chi(y\circ\sigma^{-1}).$$

This is the step called `key` in `symmetrise_selfAdjoint`. Summing over $\sigma$ and replacing $\sigma^{-1}$ by $\sigma$ gives $\langle S\psi,\chi\rangle=\langle\psi,S\chi\rangle$, since $1/N!$ is real. Hence

$$\langle S\psi,S\chi\rangle=\langle\psi,S^2\chi\rangle=\langle\psi,S\chi\rangle
=\frac1{N!}\sum_\sigma\langle\psi,\chi(\,\cdot\circ\sigma)\rangle.$$

The last equality is linearity in the right argument, proved as `braket_symmetrise`.

It remains to evaluate each term for product states. Reordering the factors of the permuted product gives

$$\prod_i v_i(x_{\sigma(i)})=\prod_j v_{\sigma^{-1}(j)}(x_j).$$

Each coordinate $x_j$ now occurs in one factor of the bra and one of the ket, so the sum over configurations factorises:

$$\begin{aligned}
\sum_x\prod_j\overline{u_j(x_j)}\,v_{\sigma^{-1}(j)}(x_j)
&=\prod_j\langle u_j,v_{\sigma^{-1}(j)}\rangle\\
&=\prod_i\langle u_{\sigma(i)},v_i\rangle .
\end{aligned}$$

The second line sets $j=\sigma(i)$. In `braket_prodState_perm`, `Finset.prod_univ_sum` supplies the factorisation and `Fintype.prod_equiv` the two reorderings. The result is the term $\prod_i G_{\sigma(i)\,i}$ of the permanent, so summing over $\sigma$ and dividing by $N!$ proves the overlap formula. The proof of `braket_symmetrised_products` follows this order: it moves one symmetriser across, absorbs it by idempotence, expands the other and inserts the factorised overlaps.

## Counting the permutations that preserve the orbitals

Now let $u_i=v_i=\varphi_{a(i)}$. Orthonormality turns the contribution of $\sigma$ into

$$\prod_i\langle\varphi_{a(\sigma(i))},\varphi_{a(i)}\rangle=\prod_i\delta_{a(\sigma(i)),\,a(i)}.$$

This is $1$ if $a\circ\sigma=a$. Otherwise some particle $i$ has $a(\sigma(i))\ne a(i)$, and its factor makes the product zero. The step `h1` in `permanent_orthonormal` makes exactly this case distinction.

The permanent is therefore the number of permutations with $a\circ\sigma=a$. Such a permutation maps the set of particles in each orbital $k$ to itself and so permutes its $n_k$ members. Conversely, independent permutations of these sets combine into one permutation that preserves $a$. There are $n_k!$ choices for each orbital, with $0!=1$ for an empty one, hence $\prod_k n_k!$ in total. In the file, `h2` takes this count from Mathlib's `DomMulAct.stabilizer_card`, and `Finset.sum_boole` converts the sum of zeros and ones into a cardinality. Dividing by $N!$ gives the squared norm.

For two assignments $a$ and $b$, the contribution of $\sigma$ is $\prod_i\delta_{a(\sigma(i)),\,b(i)}$. If it were nonzero, then $a(\sigma(i))=b(i)$ for every $i$, and $\sigma$ would map the particles that $b$ places in orbital $k$ one-to-one onto those that $a$ places there. The two occupations of $k$ would be equal. If they differ, every permutation therefore has a vanishing factor, and the whole permanent is zero. The proof of `orthogonal_of_occupation_ne` builds this one-to-one map with `σ.subtypeEquiv` and uses the contradiction to find the vanishing factor.
